# The angular momentum ladder relations split every finite-dimensional complex space into $\ker J_+ \oplus \operatorname{range} J_-$

## Does the splitting need $J_-$ to be the adjoint of $J_+$?

Every vector in a finite-dimensional angular momentum representation is, in exactly one way, a vector killed by $J_+$ plus a vector reached by $J_-$. I know the short argument: if $J_-=J_+^\dagger$, then $\operatorname{range}J_-$ is the orthogonal complement of $\ker J_+$. But I have put my spin matrices through a non-unitary change of basis. The commutators are intact, while $J_-$ is no longer the conjugate transpose of $J_+$. Can I still separate multiplet tops from lowered states, or could some nonzero vector now be both?

## The commutators suffice in finite dimension

You can still separate them. If $V$ is a finite-dimensional complex vector space and, with $\hbar=1$,
$$[J_z,J_+]=J_+,\qquad [J_z,J_-]=-J_-,\qquad [J_+,J_-]=2J_z,$$
then $V=\ker J_+\oplus\operatorname{range}J_-$. Neither an inner product nor diagonalizability of $J_z$ is assumed. If you know the change of basis, as you do here, it carries the old splitting over by itself; the theorem also covers operators of which you know only the commutators. What you lose is the guarantee that the two parts are orthogonal.

A two-dimensional example shows this. Conjugating the spin-1/2 matrices by $\begin{pmatrix}1&1\\0&1\end{pmatrix}$ gives
$$J_z=\begin{pmatrix}\tfrac12&-1\\0&-\tfrac12\end{pmatrix},\quad J_+=\begin{pmatrix}0&1\\0&0\end{pmatrix},\quad J_-=\begin{pmatrix}1&-1\\1&-1\end{pmatrix}.$$
For instance, $J_+J_--J_-J_+=\begin{pmatrix}1&-2\\0&-1\end{pmatrix}=2J_z$. Here $\ker J_+$ is spanned by $(1,0)$ and $\operatorname{range}J_-$ by $(1,1)$. These are not orthogonal, yet $(3,2)=1\,(1,0)+2\,(1,1)$, and no other coefficients work.

### From commutators to complementary subspaces

**The ladder operators are nilpotent.** Suppose $[A,B]=cB$ with $c\neq0$. Then $[A,B^n]=nc\,B^n$, by induction:
$$[A,B^{n+1}]=[A,B^n]B+B^n[A,B]=(n+1)c\,B^{n+1}.$$
If no power of $B$ vanished, the $B^n$ would be eigenvectors of $X\mapsto[A,X]$ with distinct eigenvalues $nc$. They would form an infinite independent family in the finite-dimensional space of operators, which is impossible. Taking $A=J_z$ and $c=\pm1$ shows that $J_\pm$ are nilpotent.

**Moving $J_-$ through a power of $J_+$.** For every $w\in V$ and $m=0,1,2,\dots$ (a counter here, not the magnetic quantum number),
$$J_+^{m+1}J_-w=J_-J_+^{m+1}w+(m+1)J_+^m(2J_z+m)w.$$
At $m=0$ this is the third relation. For the next case, write $J_+J_-w=J_-J_+w+2J_zw$ and apply the formula to $J_+w$:
$$J_+^{m+2}J_-w=J_-J_+^{m+2}w+(m+1)J_+^m(2J_z+m)J_+w+2J_+^{m+1}J_zw.$$
Since $(2J_z+m)J_+=J_+(2J_z+m+2)$, the last two terms add up to $(m+2)J_+^{m+1}(2J_z+m+1)w$, as required.

**No nonzero top state has negative weight.** The relations survive the exchange $(J_z,J_+,J_-)\to(-J_z,J_-,J_+)$. Let $J_+v=0$ and $J_zv=cv$, where $c$ now denotes a negative real weight. The mirrored formula gives
$$0=J_+J_-^{n+1}v+(n+1)(n-2c)J_-^nv.$$
The numerical factor is positive, so $J_-^{n+1}v=0$ implies $J_-^nv=0$. Some power of $J_-$ vanishes, and descending from it gives $v=0$.

**The two subspaces meet only in zero.** I show by induction on $m$ that $J_+^mw=0$ and $J_+J_-w=0$ imply $J_-w=0$. For $m=0$, $w=0$. Now assume the claim for $m$, and let $J_+^{m+1}w=0$ and $J_+J_-w=0$. The commutation formula leaves $J_+^mw'=0$, where $w'=(2J_z+m)w$. Put $u=J_-w$. From $J_-J_z=J_zJ_-+J_-$ we get
$$J_-w'=(2J_z+m+2)u.$$
Also $J_+J_zu=J_zJ_+u-J_+u=0$, so $J_+J_-w'=0$. The induction hypothesis applies to $w'$ and gives $J_-w'=0$, that is, $J_zu=-\tfrac{m+2}{2}u$. Thus $u$ is killed by $J_+$ and has negative weight, so $u=0$. Because $J_+$ is nilpotent, every $w$ with $J_+J_-w=0$ is included.

**The sum fills the space.** Let $d=\dim V$ and $k_\pm=\dim\ker J_\pm$. Trivial intersection gives $k_++(d-k_-)\le d$, so $k_+\le k_-$. The mirrored statement gives $k_-\le k_+$. Hence $k_+=k_-$, and the dimensions of $\ker J_+$ and $\operatorname{range}J_-$ add up to $d$.

### The operators and subspaces in Lean

`V` is a complex vector space, and `Jz`, `Jp`, `Jm` are linear operators on it, elements of `Module.End ℂ V`, whose product is composition. `IsLadder Jz Jp Jm` collects the three relations, in the convention $J_\pm=J_x\pm iJ_y$ without a factor $1/\sqrt2$. They are assumed, not derived from rotations or from a Hamiltonian. `FiniteDimensional ℂ V` is the other hypothesis.

The main theorem, `isCompl_tops_lowered`, concludes `IsCompl (LinearMap.ker Jp) (LinearMap.range Jm)`: the subspaces intersect only in zero and together span `V`. A "top" is any vector killed by $J_+$, so it may be a superposition of tops with different weights. The theorem does not break $V$ into individual multiplets or say which weights occur.

Your transformed spin matrices already meet these hypotheses. For operators obtained in another way, check that all three map the chosen finite space into itself and obey the relations there. An arbitrary truncation of a basis can spoil this. In electronic structure, the result applies to total-spin operators on a finite determinant space closed under them, including after one invertible similarity transformation of all three.

```lean
import Mathlib

namespace LadderSplitting

variable {V : Type*} [AddCommGroup V] [Module ℂ V]

/-- The ladder relations of angular momentum (with ħ = 1) for three operators
`Jz`, `Jp` (raising) and `Jm` (lowering) on a complex vector space. -/
structure IsLadder (Jz Jp Jm : Module.End ℂ V) : Prop where
  raising : Jz * Jp - Jp * Jz = Jp
  lowering : Jz * Jm - Jm * Jz = -Jm
  comm : Jp * Jm - Jm * Jp = (2 : ℂ) • Jz

/-- In finite dimension, an operator `B` that shifts `A` by a fixed nonzero amount `c`,
in the sense `[A, B] = c B`, is nilpotent. -/
theorem isNilpotent_of_shift [FiniteDimensional ℂ V] {A B : Module.End ℂ V} {c : ℂ}
    (hc : c ≠ 0) (h : A * B - B * A = c • B) : IsNilpotent B := by
  have hpow : ∀ n : ℕ, A * B ^ n - B ^ n * A = ((n : ℂ) * c) • B ^ n := by
    intro n
    induction n with
    | zero => simp
    | succ n ih =>
      have e : A * B ^ (n + 1) - B ^ (n + 1) * A
          = (A * B ^ n - B ^ n * A) * B + B ^ n * (A * B - B * A) := by
        simp only [pow_succ, sub_mul, mul_sub, mul_assoc]
        abel
      rw [e, ih, h, smul_mul_assoc, mul_smul_comm, ← pow_succ]
      push_cast
      module
  by_contra hn
  have hne : ∀ n : ℕ, B ^ n ≠ 0 := fun n h0 => hn ⟨n, h0⟩
  have hinj : Function.Injective (fun n : ℕ => (n : ℂ) * c) := by
    intro a b hab
    have hab' : (a : ℂ) * c = b * c := hab
    exact Nat.cast_injective (mul_right_cancel₀ hc hab')
  -- the powers of B would be independent eigenvectors of the commutator with A
  have li := Module.End.eigenvectors_linearIndependent'
    (LinearMap.mulLeft ℂ A - LinearMap.mulRight ℂ A) (fun n : ℕ => (n : ℂ) * c) hinj
    (fun n => B ^ n) (fun n => ⟨Module.End.mem_eigenspace_iff.mpr (hpow n), hne n⟩)
  have := li.finite
  exact not_finite ℕ

variable {Jz Jp Jm : Module.End ℂ V}

/-- Exchanging raising and lowering and reversing the sign of `Jz` preserves the
ladder relations. -/
theorem IsLadder.flip (h : IsLadder Jz Jp Jm) : IsLadder (-Jz) Jm Jp where
  raising := by
    calc (-Jz) * Jm - Jm * (-Jz) = -(Jz * Jm - Jm * Jz) := by noncomm_ring
      _ = Jm := by rw [h.lowering, neg_neg]
  lowering := by
    calc (-Jz) * Jp - Jp * (-Jz) = -(Jz * Jp - Jp * Jz) := by noncomm_ring
      _ = -Jp := by rw [h.raising]
  comm := by rw [smul_neg, ← h.comm, neg_sub]

/-- Under the ladder relations, moving `J-` to the left through `m+1` raising operators produces the
extra term `(m+1) J+^m (2 Jz + m)`. -/
theorem raise_pow_lower (h : IsLadder Jz Jp Jm) (m : ℕ) (w : V) :
    (Jp ^ (m + 1)) (Jm w) = Jm ((Jp ^ (m + 1)) w)
      + ((m : ℂ) + 1) • (Jp ^ m) ((2 : ℂ) • Jz w + (m : ℂ) • w) := by
  have s : ∀ (k : ℕ) (x : V), (Jp ^ (k + 1)) x = (Jp ^ k) (Jp x) := fun k x => by
    rw [pow_succ, Module.End.mul_apply]
  have hpm : ∀ x : V, Jp (Jm x) = Jm (Jp x) + (2 : ℂ) • Jz x := fun x =>
    sub_eq_iff_eq_add'.mp (LinearMap.congr_fun h.comm x)
  have hzp : ∀ x : V, Jz (Jp x) = Jp (Jz x) + Jp x := fun x =>
    sub_eq_iff_eq_add'.mp (LinearMap.congr_fun h.raising x)
  induction m generalizing w with
  | zero =>
    simp only [zero_add, pow_one, pow_zero, Module.End.one_apply, Nat.cast_zero]
    rw [hpm]
    module
  | succ m ih =>
    rw [s (m + 1) (Jm w), hpm, map_add, ih (Jp w), hzp, s (m + 1) w]
    simp only [map_add, map_smul, s m]
    push_cast
    module

/-- In finite dimension and under the ladder relations, a vector `v` killed by `J+` with
`Jz v = c v` for a negative real `c` is zero. -/
theorem top_eq_zero_of_neg [FiniteDimensional ℂ V] (h : IsLadder Jz Jp Jm) {v : V}
    {c : ℝ} (hc : c < 0) (hp : Jp v = 0) (hz : Jz v = (c : ℂ) • v) : v = 0 := by
  obtain ⟨N, hN⟩ : IsNilpotent Jm :=
    isNilpotent_of_shift (c := -1) (by norm_num) (by rw [h.lowering, neg_one_smul])
  have key : ∀ n : ℕ, (Jm ^ n) v = 0 → v = 0 := by
    intro n
    induction n with
    | zero => intro h0; simpa using h0
    | succ n ih =>
      intro h0
      -- the mirrored commutator formula turns J-^(n+1) v = 0 into J-^n v = 0
      have e := raise_pow_lower h.flip n v
      have a : (2 : ℂ) • -((c : ℂ) • v) + (n : ℂ) • v = ((n : ℂ) - 2 * c) • v := by module
      rw [hp, map_zero, h0, map_zero, zero_add, LinearMap.neg_apply, hz, a, map_smul,
        smul_smul] at e
      have hn : (0 : ℝ) ≤ n := Nat.cast_nonneg n
      have hr : ((n : ℝ) + 1) * (n - 2 * c) ≠ 0 :=
        (mul_pos (by linarith) (by linarith)).ne'
      have hcx : ((n : ℂ) + 1) * ((n : ℂ) - 2 * c) ≠ 0 := by exact_mod_cast hr
      exact ih ((smul_eq_zero.mp e.symm).resolve_left hcx)
  exact key N (by rw [hN, LinearMap.zero_apply])

/-- In finite dimension and under the ladder relations, a vector that is killed by `J+` and is also
reached by `J-` is zero. -/
theorem disjoint_top_lowered [FiniteDimensional ℂ V] (h : IsLadder Jz Jp Jm) :
    Disjoint (LinearMap.ker Jp) (LinearMap.range Jm) := by
  have key : ∀ (m : ℕ) (w : V), (Jp ^ m) w = 0 → Jp (Jm w) = 0 → Jm w = 0 := by
    intro m
    induction m with
    | zero =>
      intro w hw _
      have hw0 : w = 0 := by simpa using hw
      rw [hw0, map_zero]
    | succ m ih =>
      intro w hw hpm
      have e := raise_pow_lower h m w
      rw [hw, map_zero, zero_add, pow_succ, Module.End.mul_apply, hpm, map_zero] at e
      have h1 := (smul_eq_zero.mp e.symm).resolve_left (Nat.cast_add_one_ne_zero m)
      have a : Jz (Jm w) - Jm (Jz w) = -Jm w := LinearMap.congr_fun h.lowering w
      have a' : Jm (Jz w) = Jz (Jm w) + Jm w := by
        linear_combination (norm := module) -a
      have b : Jz (Jp (Jm w)) - Jp (Jz (Jm w)) = Jp (Jm w) :=
        LinearMap.congr_fun h.raising (Jm w)
      rw [hpm, map_zero, zero_sub, neg_eq_zero] at b
      -- (2 Jz + m) w is killed by J+^m, so the induction hypothesis applies to it
      have h2 := ih _ h1 (by simp only [map_add, map_smul, a', b, hpm, smul_zero, add_zero])
      simp only [map_add, map_smul, a'] at h2
      have hm : (0 : ℝ) ≤ m := Nat.cast_nonneg m
      refine top_eq_zero_of_neg h (c := -((m : ℝ) + 2) / 2) (by linarith) hpm ?_
      push_cast
      linear_combination (norm := module) (1 / 2 : ℂ) • h2
  obtain ⟨N, hN⟩ : IsNilpotent Jp :=
    isNilpotent_of_shift (c := 1) one_ne_zero (by rw [h.raising, one_smul])
  rw [Submodule.disjoint_def]
  rintro _ hx ⟨w, rfl⟩
  exact key N w (by rw [hN, LinearMap.zero_apply]) (LinearMap.mem_ker.mp hx)

/-- In finite dimension and under the ladder relations, the vectors killed by `J+` and the vectors
killed by `J-` form spaces of equal dimension. -/
theorem finrank_tops_eq_bottoms [FiniteDimensional ℂ V] (h : IsLadder Jz Jp Jm) :
    Module.finrank ℂ (LinearMap.ker Jp) = Module.finrank ℂ (LinearMap.ker Jm) := by
  have e1 := Submodule.finrank_sup_add_finrank_inf_eq (LinearMap.ker Jp) (LinearMap.range Jm)
  have e2 := Submodule.finrank_sup_add_finrank_inf_eq (LinearMap.ker Jm) (LinearMap.range Jp)
  rw [(disjoint_top_lowered h).eq_bot, finrank_bot] at e1
  rw [(disjoint_top_lowered h.flip).eq_bot, finrank_bot] at e2
  have l1 := Submodule.finrank_le (LinearMap.ker Jp ⊔ LinearMap.range Jm)
  have l2 := Submodule.finrank_le (LinearMap.ker Jm ⊔ LinearMap.range Jp)
  have r1 := LinearMap.finrank_range_add_finrank_ker Jp
  have r2 := LinearMap.finrank_range_add_finrank_ker Jm
  omega

/-- On a finite-dimensional complex space with the ladder relations, the whole space is
the direct sum of the kernel of `J+` and the range of `J-`. -/
theorem isCompl_tops_lowered [FiniteDimensional ℂ V] (h : IsLadder Jz Jp Jm) :
    IsCompl (LinearMap.ker Jp) (LinearMap.range Jm) := by
  have hd := disjoint_top_lowered h
  refine ⟨hd, codisjoint_iff.mpr (Submodule.eq_top_of_finrank_eq ?_)⟩
  -- the dimensions of the two subspaces add up to that of the whole space
  have e := Submodule.finrank_sup_add_finrank_inf_eq (LinearMap.ker Jp) (LinearMap.range Jm)
  rw [hd.eq_bot, finrank_bot] at e
  have r := LinearMap.finrank_range_add_finrank_ker Jm
  have t := finrank_tops_eq_bottoms h
  omega

/-- The spin-1/2 matrices satisfy the ladder relations. -/
theorem isLadder_witness : IsLadder
    (Matrix.toLinAlgEquiv' !![(1 / 2 : ℂ), 0; 0, -1 / 2])
    (Matrix.toLinAlgEquiv' !![(0 : ℂ), 1; 0, 0])
    (Matrix.toLinAlgEquiv' !![(0 : ℂ), 0; 1, 0]) := by
  constructor <;> refine LinearMap.ext fun v => funext fun i => ?_ <;> fin_cases i <;>
    simp [Matrix.toLinAlgEquiv'_apply, Matrix.mulVec, dotProduct, Fin.sum_univ_two] <;> ring

end LadderSplitting
```

```lean
#print axioms LadderSplitting.isCompl_tops_lowered
```

```
'LadderSplitting.isCompl_tops_lowered' depends on axioms: [propext, Classical.choice, Quot.sound]
```

### Where each step sits in the proof

`isNilpotent_of_shift` is the eigenvector argument. Its `hpow` is the commutator of $A$ with $B^n$, and the map $X\mapsto[A,X]$ appears as left multiplication minus right multiplication. Mathlib's independence theorem for eigenvectors then makes the index set ℕ finite, a contradiction.

`IsLadder.flip` is the exchange of raising and lowering. `raise_pow_lower` is the commutation formula; its induction generalizes `w` because the hypothesis is used at $J_+w$, and `module` collects the coefficients.

In `top_eq_zero_of_neg`, the inner claim `key` is the descent from $J_-^{n+1}v=0$ to $J_-^nv=0$. The factor is shown to be positive over the reals and then carried over to the complex numbers as nonzero.

`disjoint_top_lowered` has its own `key`, the induction on $m$. There `h1` says $J_+^mw'=0$, and `h2` begins as $J_-w'=0$ before being rewritten in terms of $u=J_-w$. Half of `h2` is the eigenvalue equation with weight $-(m+2)/2$, which goes to the negative-weight lemma.

`finrank_tops_eq_bottoms` assembles the two dimension inequalities with rank–nullity, and `omega` does the integer arithmetic. `isCompl_tops_lowered` combines the trivial intersection with the dimension count. Finally, `isLadder_witness` checks the relations for the usual spin-1/2 matrices, component by component on an arbitrary vector, so the hypotheses are met by a familiar nonzero example.
